# Near a point nucleus, the error that a zero small-component start leaves in the component ratio decays as $(r/r_0)^{-2\gamma}$, more slowly for stronger coupling

Suppose an outward integration of the radial Dirac equations is started at a small radius $r_0$ with the small component set to zero, as in the nonrelativistic limit. The ratio of small to large component is then wrong at $r_0$. If the starting radius is chosen on a light atom and kept for a heavy one, in the belief that the error dies out equally fast, then at radii well beyond $r_0$, but still close to the nucleus, the heavy atom's ratio is the more wrong of the two, by a factor that grows with $r/r_0$. The decay rate is derived here for the equations that hold close to a point nucleus, where the Coulomb term dominates the mass and energy terms.

In Lean 4 with Mathlib:

```lean
import Mathlib

open Filter Topology

namespace RadialDiracStart

noncomputable section
```

## The equations and their exponent

Let $P$ and $Q$ be the large and small radial components, each including the usual factor $r$, $x = Z\alpha$ the nuclear charge times the fine-structure constant, and $k = -\kappa > 0$ minus the relativistic angular quantum number, so that $k=1$ for $s_{1/2}$ states. With the mass and energy terms dropped,
$$rP' = kP + xQ,\qquad rQ' = -kQ - xP .$$
Inserting $P = Ar^s$, $Q = Br^s$ gives $(s-k)A = xB$ and $(s+k)B = -xA$, hence $s^2 = k^2 - x^2$. The exponents are $\pm\gamma$ with $\gamma=\sqrt{k^2-x^2}$.

```lean
/-- The exponent `γ = √(k² - x²)` of the radial Dirac equations at a point nucleus,
for coupling `x` with `|x| ≤ k`. -/
def γ (k x : ℝ) : ℝ := Real.sqrt (k ^ 2 - x ^ 2)
```

The problem to be solved is the pair of equations on $r\ge r_0$ with $P(r_0)=1$, $Q(r_0)=0$. In the structure below, `large` and `small` are the two equations divided by $r$. The derivative is taken within `Set.Ici r0`, the half-line $[r_0,\infty)$: it is one-sided at $r_0$ and ordinary beyond. Nothing else is assumed about the functions.

```lean
/-- `P` and `Q` solve the radial Dirac equations `r P' = k P + x Q`, `r Q' = -k Q - x P`, each
divided by `r`, on `r ≥ r0`, with `P(r0) = 1` and `Q(r0) = 0`. Meant for `r0 > 0`, which the
structure itself does not require. -/
structure IsOutwardSolution (k x r0 : ℝ) (P Q : ℝ → ℝ) : Prop where
  large : ∀ r, r0 ≤ r → HasDerivWithinAt P ((k * P r + x * Q r) / r) (Set.Ici r0) r
  small : ∀ r, r0 ≤ r → HasDerivWithinAt Q ((-k * Q r - x * P r) / r) (Set.Ici r0) r
  large_start : P r0 = 1
  small_start : Q r0 = 0
```

The theorems add $r_0>0$ and $0<x<k$. The latter keeps $\gamma$ real and positive; for $k=1$ it reads $Z\alpha<1$. They allow any real $k$ above $x$, not only integers, but states with $\kappa>0$, such as $p_{1/2}$, and finite nuclei are left out. The limit $r\to\infty$ belongs to the reduced equations. In an atom it stands for radii much larger than $r_0$ yet still small enough for the Coulomb term to dominate.

## The solution in closed form

Write $u=r/r_0$. The growing power has $Q/P=-(k-\gamma)/x$ and the decaying one $Q/P=-(k+\gamma)/x$. Let their amplitudes in $P$ be $c_+$ and $c_-$. The starting values require $c_++c_-=1$ and $c_+(k-\gamma)+c_-(k+\gamma)=0$, so $c_+=(k+\gamma)/2\gamma$ and $c_-=-(k-\gamma)/2\gamma$:
$$P=\frac{(k+\gamma)u^{\gamma}-(k-\gamma)u^{-\gamma}}{2\gamma}.$$

```lean
/-- Closed form of the large component, for `0 < x < k` and `0 < r0 ≤ r`. -/
def largeP (k x r0 r : ℝ) : ℝ :=
  ((k + γ k x) * (r / r0) ^ (γ k x) - (k - γ k x) * (r / r0) ^ (-γ k x)) / (2 * γ k x)
```

Multiplying each power by its ratio and using $(k-\gamma)(k+\gamma)=x^2$ gives
$$Q=-\frac{x\,(u^{\gamma}-u^{-\gamma})}{2\gamma}.$$

```lean
/-- Closed form of the small component, for `0 < x < k` and `0 < r0 ≤ r`. -/
def smallQ (k x r0 r : ℝ) : ℝ :=
  -x * ((r / r0) ^ (γ k x) - (r / r0) ^ (-γ k x)) / (2 * γ k x)
```

Since $0<k^2-x^2<k^2$, the exponent satisfies $0<\gamma<k$. This and $\gamma^2=k^2-x^2$ are used throughout.

```lean
variable {k x r0 r : ℝ} {P Q : ℝ → ℝ}

/-- For `0 < x < k` the exponent `γ` lies strictly between `0` and `k`, and
`γ² = k² - x²`. -/
theorem gamma_spec (hx : 0 < x) (hxk : x < k) :
    0 < γ k x ∧ γ k x < k ∧ γ k x ^ 2 = k ^ 2 - x ^ 2 := by
  have h : 0 < k ^ 2 - x ^ 2 := by nlinarith
  unfold γ
  exact ⟨Real.sqrt_pos.2 h,
    (Real.sqrt_lt' (hx.trans hxk)).2 (by nlinarith [pow_pos hx 2]), Real.sq_sqrt h.le⟩
```

## Why there is no other solution

A function with $rF'=aF$ is a pure power, because
$$\left(Fr^{-a}\right)'=\frac{aF}{r}r^{-a}-aFr^{-a-1}=0 .$$
So $Fr^{-a}$ keeps its value at $r_0$, and $F(r)=F(r_0)u^a$. In the proof, `hd` is the vanishing derivative and `hc` the resulting constancy.

```lean
/-- A function with `r F' = a F` on `r ≥ r0 > 0` is the power law
`F(r0) (r/r0)^a`. -/
theorem power_law {F : ℝ → ℝ} {a : ℝ} (h0 : 0 < r0)
    (hF : ∀ r, r0 ≤ r → HasDerivWithinAt F (a * F r / r) (Set.Ici r0) r) (hr : r0 ≤ r) :
    F r = F r0 * (r / r0) ^ a := by
  have hr0 : 0 < r := h0.trans_le hr
  -- `F r * r^(-a)` has zero derivative
  have hd : ∀ s, r0 ≤ s →
      HasDerivWithinAt (fun s => F s * s ^ (-a)) 0 (Set.Ici r0) s := by
    intro s hs
    have hs0 : 0 < s := h0.trans_le hs
    have h1 := (hF s hs).mul
      (Real.hasDerivAt_rpow_const (p := -a) (Or.inl hs0.ne')).hasDerivWithinAt
    have e : a * F s / s * s ^ (-a) + F s * (-a * s ^ (-a - 1)) = 0 := by
      rw [Real.rpow_sub_one hs0.ne']
      ring
    exact h1.congr_deriv e
  have hc : F r * r ^ (-a) = F r0 * r0 ^ (-a) :=
    constant_of_has_deriv_right_zero (f := fun s => F s * s ^ (-a)) (a := r0) (b := r)
      (fun s hs => (hd s hs.1).continuousWithinAt.mono Set.Icc_subset_Ici_self)
      (fun s hs => (hd s hs.1).mono (Set.Ici_subset_Ici.2 hs.1)) r ⟨hr, le_rfl⟩
  rw [Real.rpow_neg hr0.le, Real.rpow_neg h0.le] at hc
  rw [Real.div_rpow hr0.le h0.le]
  calc F r = F r * (r ^ a)⁻¹ * r ^ a := by
        rw [mul_assoc, inv_mul_cancel₀ (Real.rpow_pos_of_pos hr0 a).ne', mul_one]
    _ = F r0 * (r ^ a / r0 ^ a) := by rw [hc]; ring
```

That the closed form solves the problem follows from $r\,(u^a)'=a\,u^a$, which is `hp` below. For the large component,
$$kP+xQ=\frac{(k^2+k\gamma-x^2)u^\gamma-(k^2-k\gamma-x^2)u^{-\gamma}}{2\gamma}
=\frac{(k+\gamma)u^\gamma+(k-\gamma)u^{-\gamma}}{2}=rP' ,$$
where $x^2=k^2-\gamma^2$ enters as `hg2`. For the small component,
$$-kQ-xP=-\frac{x\,(u^\gamma+u^{-\gamma})}{2}=rQ'$$
without that relation. At $u=1$ the starting values come out.

```lean
/-- For `0 < x < k` and `r0 > 0` the closed forms `largeP`, `smallQ` solve the outward
problem. -/
theorem isOutwardSolution_witness (h0 : 0 < r0) (hx : 0 < x) (hxk : x < k) :
    IsOutwardSolution k x r0 (largeP k x r0) (smallQ k x r0) := by
  obtain ⟨hg, -, hg2⟩ := gamma_spec hx hxk
  have hne : 2 * γ k x ≠ 0 := by positivity
  have hp : ∀ a s : ℝ, r0 ≤ s → HasDerivWithinAt (fun s => (s / r0) ^ a)
      (a * (s / r0) ^ a / s) (Set.Ici r0) s := by
    intro a s hs
    have hs0 : 0 < s := h0.trans_le hs
    have hu : s / r0 ≠ 0 := (div_pos hs0 h0).ne'
    have h1 := ((hasDerivAt_id' s).div_const r0).rpow_const (p := a) (Or.inl hu)
    have e : 1 / r0 * a * (s / r0) ^ (a - 1) = a * (s / r0) ^ a / s := by
      rw [Real.rpow_sub_one hu]
      generalize (s / r0) ^ a = T
      field_simp
    exact (h1.congr_deriv e).hasDerivWithinAt
  refine ⟨fun s hs => ?_, fun s hs => ?_, ?_, ?_⟩
  · have hd := (((hp (γ k x) s hs).const_mul (k + γ k x)).sub
      ((hp (-γ k x) s hs).const_mul (k - γ k x))).div_const (2 * γ k x)
    refine hd.congr_deriv ?_
    unfold largeP smallQ
    linear_combination
      (((s / r0) ^ (γ k x) - (s / r0) ^ (-γ k x)) / (2 * γ k x * s)) * hg2
  · have hd := (((hp (γ k x) s hs).sub (hp (-γ k x) s hs)).const_mul (-x)).div_const
      (2 * γ k x)
    refine hd.congr_deriv ?_
    unfold largeP smallQ
    ring
  · rw [largeP, div_self h0.ne', Real.one_rpow, Real.one_rpow, div_eq_one_iff_eq hne]
    ring
  · rw [smallQ, div_self h0.ne', Real.one_rpow, Real.one_rpow]
    simp
```

Conversely, take any solution and form $F=(k+g)P+xQ$ with $g^2=k^2-x^2$. Then
$$rF'=(k^2+gk-x^2)P+gxQ=g\big[(k+g)P+xQ\big]=gF,$$
and $F(r_0)=k+g$, so $F=(k+g)u^g$. This is `key`, used for $g=\gamma$ (`U`) and $g=-\gamma$ (`V`). Subtracting the second from the first leaves $2\gamma P=(k+\gamma)u^\gamma-(k-\gamma)u^{-\gamma}$. Taking $k+\gamma$ times the second minus $k-\gamma$ times the first removes $P$ and leaves $2\gamma xQ=x^2(u^{-\gamma}-u^{\gamma})$. Both closed forms follow.

```lean
/-- For `0 < x < k` and `r0 > 0` every outward solution equals the closed form at all
`r ≥ r0`. -/
theorem outward_eq (h0 : 0 < r0) (hx : 0 < x) (hxk : x < k)
    (h : IsOutwardSolution k x r0 P Q) (hr : r0 ≤ r) :
    P r = largeP k x r0 r ∧ Q r = smallQ k x r0 r := by
  obtain ⟨hg, -, hg2⟩ := gamma_spec hx hxk
  have hne : 2 * γ k x ≠ 0 := by positivity
  -- the combinations `(k ± γ) P + x Q` decouple the equations
  have key : ∀ g : ℝ, g ^ 2 = k ^ 2 - x ^ 2 →
      (k + g) * P r + x * Q r = (k + g) * (r / r0) ^ g := by
    intro g hgg
    have U := power_law (F := fun s => (k + g) * P s + x * Q s) (a := g) h0
      (fun s hs => by
        have hd := ((h.large s hs).const_mul (k + g)).add ((h.small s hs).const_mul x)
        have e : (k + g) * ((k * P s + x * Q s) / s) + x * ((-k * Q s - x * P s) / s)
            = g * ((k + g) * P s + x * Q s) / s := by
          linear_combination (-(P s / s)) * hgg
        exact hd.congr_deriv e) hr
    simpa [h.large_start, h.small_start] using U
  have U := key (γ k x) hg2
  have V := key (-γ k x) (by rw [neg_sq, hg2])
  constructor
  · rw [largeP, eq_div_iff hne]
    linear_combination U - V
  · rw [smallQ, eq_div_iff hne]
    apply mul_left_cancel₀ hx.ne'
    linear_combination (k + γ k x) * V - (k - γ k x) * U
      - ((r / r0) ^ (-γ k x) - (r / r0) ^ (γ k x)) * hg2
```

## The deviation at every radius

Let $w=u^{2\gamma}\ge1$. Multiplying numerator and denominator of $Q/P$ by $u^\gamma$,
$$\frac QP=-\frac{x(w-1)}{(k+\gamma)w-(k-\gamma)} .$$
The denominator is at least $2\gamma>0$, so $P>0$ and the quotient is genuine. Adding $x/(k+\gamma)$ gives
$$\frac QP+\frac{x}{k+\gamma}
=\frac{x\big[(k+\gamma)w-(k-\gamma)-(k+\gamma)(w-1)\big]}{(k+\gamma)\big[(k+\gamma)w-(k-\gamma)\big]}
=\frac{2x\gamma}{(k+\gamma)\big[(k+\gamma)w-(k-\gamma)\big]} .$$
In the code `T` is $u^\gamma$, so $w$ appears as `T * T`; `hD` is the positive denominator, and `eP` and `eQ` rewrite the two components over a common one.

```lean
/-- For an outward solution with `0 < x < k`, at every `r ≥ r0 > 0`, the large component is
positive, and the deviation of `Q/P` from `-x/(k+γ)` is an explicit function of `(r/r0)^(2γ)`. -/
theorem deviation_eq (h0 : 0 < r0) (hx : 0 < x) (hxk : x < k)
    (h : IsOutwardSolution k x r0 P Q) (hr : r0 ≤ r) :
    0 < P r ∧ Q r / P r + x / (k + γ k x) = 2 * x * γ k x /
      ((k + γ k x) * ((k + γ k x) * (r / r0) ^ (2 * γ k x) - (k - γ k x))) := by
  obtain ⟨hg, hgk, -⟩ := gamma_spec hx hxk
  obtain ⟨hP, hQ⟩ := outward_eq h0 hx hxk h hr
  have hu : 0 < r / r0 := div_pos (h0.trans_le hr) h0
  have hT1 : 1 ≤ (r / r0) ^ (γ k x) := Real.one_le_rpow ((one_le_div h0).2 hr) hg.le
  rw [hP, hQ, largeP, smallQ, Real.rpow_neg hu.le, two_mul (γ k x), Real.rpow_add hu,
    ← two_mul (γ k x)]
  generalize (r / r0) ^ (γ k x) = T at hT1 ⊢
  have hT : 0 < T := by linarith
  have hi : T * T⁻¹ = 1 := mul_inv_cancel₀ hT.ne'
  have hk : 0 < k + γ k x := by linarith
  have hD : 0 < (k + γ k x) * (T * T) - (k - γ k x) := by
    have hTT : 0 ≤ T * T - 1 := by nlinarith
    nlinarith [mul_nonneg hk.le hTT]
  have h1 : 2 * γ k x ≠ 0 := by positivity
  have h2 : 0 < 2 * γ k x * T := by positivity
  have eP : ((k + γ k x) * T - (k - γ k x) * T⁻¹) / (2 * γ k x)
      = ((k + γ k x) * (T * T) - (k - γ k x)) / (2 * γ k x * T) := by
    rw [div_eq_div_iff h1 h2.ne']
    linear_combination (-(k - γ k x) * 2 * γ k x) * hi
  have eQ : -x * (T - T⁻¹) / (2 * γ k x) = -x * (T * T - 1) / (2 * γ k x * T) := by
    rw [div_eq_div_iff h1 h2.ne']
    linear_combination (2 * γ k x * x) * hi
  rw [eP, eQ]
  refine ⟨div_pos hD h2, ?_⟩
  rw [div_div_div_cancel_right₀ h2.ne', div_add_div _ _ hD.ne' hk.ne',
    div_eq_div_iff (mul_ne_zero hD.ne' hk.ne') (mul_ne_zero hk.ne' hD.ne')]
  ring
```

## Both limits

Multiplying the deviation by $w$ gives
$$\frac{2x\gamma}{(k+\gamma)\big[(k+\gamma)-(k-\gamma)/w\big]}\longrightarrow\frac{2x\gamma}{(k+\gamma)^2},$$
because $w\to\infty$. Dividing by $w$ again shows that the deviation itself tends to zero, so $Q/P\to-x/(k+\gamma)$, the ratio of the growing power. The proof takes the limits in this order: `hS` is the scaled one, and its product with `hinv`, the statement $1/w\to0$, yields the other. For $k=1$ the exponent is $\gamma=\sqrt{1-x^2}$.

```lean
/-- For `0 < x < k` and `r0 > 0`, the ratio `Q/P` of an outward solution tends to
`-x/(k+γ)`, and its deviation times `(r/r0)^(2γ)` tends to `2xγ/(k+γ)²`. -/
theorem start_forgotten (h0 : 0 < r0) (hx : 0 < x) (hxk : x < k)
    (h : IsOutwardSolution k x r0 P Q) :
    Tendsto (fun r => Q r / P r) atTop (𝓝 (-x / (k + γ k x))) ∧
    Tendsto (fun r => (Q r / P r + x / (k + γ k x)) * (r / r0) ^ (2 * γ k x)) atTop
      (𝓝 (2 * x * γ k x / (k + γ k x) ^ 2)) := by
  obtain ⟨hg, hgk, -⟩ := gamma_spec hx hxk
  have hk : 0 < k + γ k x := by linarith
  have h2g : 0 < 2 * γ k x := by positivity
  have hTop : Tendsto (fun r : ℝ => (r / r0) ^ (2 * γ k x)) atTop atTop :=
    (tendsto_rpow_atTop h2g).comp (tendsto_id.atTop_div_const h0)
  have hinv : Tendsto (fun r : ℝ => ((r / r0) ^ (2 * γ k x))⁻¹) atTop (𝓝 0) :=
    tendsto_inv_atTop_zero.comp hTop
  have hpos : ∀ r, r0 ≤ r → 0 < (r / r0) ^ (2 * γ k x) := fun r hr =>
    Real.rpow_pos_of_pos (div_pos (h0.trans_le hr) h0) _
  have hS : Tendsto (fun r => (Q r / P r + x / (k + γ k x)) * (r / r0) ^ (2 * γ k x)) atTop
      (𝓝 (2 * x * γ k x / (k + γ k x) ^ 2)) := by
    have hne : (k + γ k x) * ((k + γ k x) - (k - γ k x) * 0) ≠ 0 := by
      rw [mul_zero, sub_zero]
      positivity
    have hl := (tendsto_const_nhds (x := 2 * x * γ k x)).div
      ((tendsto_const_nhds (x := k + γ k x)).mul ((tendsto_const_nhds (x := k + γ k x)).sub
        ((tendsto_const_nhds (x := k - γ k x)).mul hinv))) hne
    rw [mul_zero, sub_zero, ← sq] at hl
    refine hl.congr' ?_
    filter_upwards [eventually_ge_atTop r0] with r hr
    have hT := hpos r hr
    rw [(deviation_eq h0 hx hxk h hr).2]
    change 2 * x * γ k x / ((k + γ k x) * ((k + γ k x)
      - (k - γ k x) * ((r / r0) ^ (2 * γ k x))⁻¹)) = _
    generalize (r / r0) ^ (2 * γ k x) = T at hT ⊢
    have hre : (k + γ k x) * T - (k - γ k x)
        = ((k + γ k x) - (k - γ k x) * T⁻¹) * T := by
      linear_combination (k - γ k x) * mul_inv_cancel₀ hT.ne'
    rw [hre, ← mul_assoc, div_mul_eq_mul_div, mul_div_mul_right _ _ hT.ne']
  refine ⟨?_, hS⟩
  -- dividing the scaled deviation by the growing power leaves zero
  have hl := (hS.mul hinv).sub_const (x / (k + γ k x))
  rw [mul_zero, zero_sub, ← neg_div] at hl
  refine hl.congr' ?_
  filter_upwards [eventually_ge_atTop r0] with r hr
  rw [mul_assoc, mul_inv_cancel₀ (hpos r hr).ne', mul_one, add_sub_cancel_right]
```

## Comparing two nuclei

Take couplings $0<x<y<k$ with the same $k$ and $r_0$. Write $\gamma_x,\gamma_y$ for the exponents and $D_x,D_y$ for the deviations. Since $\gamma_y<\gamma_x$,
$$\frac{D_x}{D_y}=\frac{D_x\,u^{2\gamma_x}}{D_y\,u^{2\gamma_y}}\;u^{-2(\gamma_x-\gamma_y)}\longrightarrow0 .$$
The first factor has a finite limit by the previous result, whose constant for $y$ is nonzero (`hc`), and the second vanishes (`hz`). In this precise sense the heavier nucleus forgets the start more slowly. In the code `P'` and `Q'` are the components at coupling $y$, not derivatives.

```lean
/-- For outward solutions at couplings `0 < x < y < k` with the same `k` and the same start
`r0 > 0`, the deviation of `Q/P` from its limit at coupling `x`, divided by that at the stronger
coupling `y`, tends to zero. -/
theorem heavier_forgets_slower {y : ℝ} {P' Q' : ℝ → ℝ} (h0 : 0 < r0) (hx : 0 < x)
    (hxy : x < y) (hyk : y < k) (h : IsOutwardSolution k x r0 P Q)
    (h' : IsOutwardSolution k y r0 P' Q') :
    Tendsto (fun r => (Q r / P r + x / (k + γ k x)) / (Q' r / P' r + y / (k + γ k y)))
      atTop (𝓝 0) := by
  have hy : 0 < y := hx.trans hxy
  obtain ⟨hg, hgk, -⟩ := gamma_spec hy hyk
  have hlt : γ k y < γ k x := by
    unfold γ
    exact Real.sqrt_lt_sqrt (by nlinarith) (by nlinarith)
  have hk : 0 < k + γ k y := by linarith
  have hc : 2 * y * γ k y / (k + γ k y) ^ 2 ≠ 0 := by positivity
  have he : 0 < 2 * γ k x - 2 * γ k y := by linarith
  have hz : Tendsto (fun r : ℝ => (r / r0) ^ (-(2 * γ k x - 2 * γ k y))) atTop (𝓝 0) :=
    (tendsto_rpow_neg_atTop he).comp (tendsto_id.atTop_div_const h0)
  have hl := ((start_forgotten h0 hx (hxy.trans hyk) h).2.div
    (start_forgotten h0 hy hyk h').2 hc).mul hz
  rw [mul_zero] at hl
  refine hl.congr' ?_
  filter_upwards [eventually_ge_atTop r0] with r hr
  have hu : 0 < r / r0 := div_pos (h0.trans_le hr) h0
  have hA := Real.rpow_pos_of_pos hu (2 * γ k x)
  have hB := Real.rpow_pos_of_pos hu (2 * γ k y)
  have hAB : (r / r0) ^ (2 * γ k x) / (r / r0) ^ (2 * γ k y)
      * ((r / r0) ^ (2 * γ k y) / (r / r0) ^ (2 * γ k x)) = 1 := by
    rw [div_mul_div_cancel₀ hB.ne', div_self hA.ne']
  rw [neg_sub, Real.rpow_sub hu]
  change (Q r / P r + x / (k + γ k x)) * (r / r0) ^ (2 * γ k x) /
    ((Q' r / P' r + y / (k + γ k y)) * (r / r0) ^ (2 * γ k y)) * _ = _
  rw [mul_div_mul_comm, mul_assoc, hAB, mul_one]

end

end RadialDiracStart
```

For atomic codes that integrate outward from a point nucleus, this says how the error that a zero small-component start leaves in $Q/P$ depends on $r_0$ and on the nuclear charge, within the region where the reduced equations apply.

```lean
#print axioms RadialDiracStart.heavier_forgets_slower
```

```
'RadialDiracStart.heavier_forgets_slower' depends on axioms: [propext, Classical.choice, Quot.sound]
```
